# A positive definite stationary state makes a finite Heisenberg-picture Lindblad generator dissipative in the inner product weighted by that state, with equality exactly on the commutant of the jumps

When I set up a master equation for a few-level system, I build the Heisenberg generator $\mathcal L$ as a matrix, diagonalise it, and read off decay rates as $-\operatorname{Re}\mu$ for its eigenvalues $\mu$. I treat a positive real part as a bug, and I treat a mode with zero real part as an operator that commutes with all jump operators $L_k$. As I understand it, both habits rest on
$$\operatorname{Re}\operatorname{Tr}\big(\sigma A^\dagger \mathcal L(A)\big) = -\tfrac12\sum_k \operatorname{Tr}\big(\sigma\,[L_k,A]^\dagger[L_k,A]\big)$$
for a stationary state $\sigma$ of full rank and any matrix $A$. Does this need detailed balance? I would like to see it derived rigorously and machine-checked, including the case of equality.

## The identity from a Leibniz defect and stationarity

Detailed balance is not needed. Take complex $d\times d$ matrices, a Hermitian $H$, finitely many jumps $L_k$ with the rates absorbed into them, and $\hbar=1$. The generators on states $\rho$ and on observables $A$ are
$$\mathcal L_*(\rho) = -i[H,\rho] + \sum_k\big(L_k\rho L_k^\dagger - \tfrac12\{L_k^\dagger L_k,\rho\}\big),\qquad \mathcal L(A) = i[H,A] + \sum_k\big(L_k^\dagger A L_k - \tfrac12\{L_k^\dagger L_k,A\}\big).$$
Write $\langle B,A\rangle_\sigma=\operatorname{Tr}(\sigma B^\dagger A)$.

1. Duality. Let $X$ be one jump and $K=X^\dagger X$. Cyclicity gives $\operatorname{Tr}(\rho X^\dagger AX)=\operatorname{Tr}(X\rho X^\dagger A)$, $\operatorname{Tr}(\rho\{K,A\})=\operatorname{Tr}(\{K,\rho\}A)$ and $\operatorname{Tr}(\rho[H,A])=-\operatorname{Tr}([H,\rho]A)$. Hence $\operatorname{Tr}(\rho\,\mathcal L(A))=\operatorname{Tr}(\mathcal L_*(\rho)A)$.

2. Adjoint. For Hermitian $H$, $[H,B]^\dagger=-[H,B^\dagger]$, and the sign cancels against $\bar i=-i$. Since $K$ is Hermitian and $(X^\dagger BX)^\dagger=X^\dagger B^\dagger X$, we get $\mathcal L(B)^\dagger=\mathcal L(B^\dagger)$.

3. Leibniz defect. The commutator with $H$ is a derivation. For one jump let $D(A)=X^\dagger AX-\tfrac12\{K,A\}$. In $D(B^\dagger A)-B^\dagger D(A)-D(B^\dagger)A$ the terms $KB^\dagger A$ and $B^\dagger AK$ cancel, which leaves
$$X^\dagger B^\dagger AX - B^\dagger X^\dagger AX - X^\dagger B^\dagger XA + B^\dagger X^\dagger XA = (B^\dagger X^\dagger - X^\dagger B^\dagger)(XA-AX).$$
Therefore $\mathcal L(B^\dagger A)=B^\dagger\mathcal L(A)+\mathcal L(B^\dagger)A+\sum_k[L_k,B]^\dagger[L_k,A]$.

4. Positivity. For a matrix $C$ let $v_i$ be the complex conjugate of row $i$, taken as a column. Then $\operatorname{Tr}(\sigma C^\dagger C)=\operatorname{Tr}(C\sigma C^\dagger)=\sum_i v_i^\dagger\sigma v_i$, which is positive when $\sigma$ is positive definite and $C\neq0$.

5. Trace against $\sigma$. Steps 1 to 3 give
$$\operatorname{Tr}\big(\mathcal L_*(\sigma)B^\dagger A\big)=\langle B,\mathcal L A\rangle_\sigma+\langle\mathcal L B,A\rangle_\sigma+\sum_k\langle[L_k,B],[L_k,A]\rangle_\sigma .$$
If $\mathcal L_*(\sigma)=0$, the right side vanishes. Conversely, if it vanishes for all $A,B$, put $M=\mathcal L_*(\sigma)$, $B=1$, $A=M^\dagger$; then $\operatorname{Tr}(MM^\dagger)=0$ and $M=0$.

6. Diagonal. For $B=A$ and Hermitian $\sigma$, $\overline{\operatorname{Tr}(\sigma A^\dagger\mathcal L(A))}=\operatorname{Tr}(\mathcal L(A)^\dagger A\sigma)=\langle\mathcal L A,A\rangle_\sigma$, so the first two terms add to twice the real part. This is your identity. By step 4 every term of the sum is nonnegative, and it is zero only if $[L_k,A]=0$.

7. Eigenvalues. If $\mathcal L(A)=\mu A$ with $A\ne0$, the left side is $\operatorname{Re}\mu\,\langle A,A\rangle_\sigma$ with $\langle A,A\rangle_\sigma>0$. So $\operatorname{Re}\mu\le0$, with equality iff $A$ commutes with all $L_k$.

## The Lean file

```lean
import Mathlib

open Matrix
open scoped ComplexOrder

namespace LindbladDissipation

noncomputable section

variable {n κ : Type*} [Fintype n] [DecidableEq n] [Fintype κ]

/-- The commutator `[X, A] = X A - A X`. -/
def comm (X A : Matrix n n ℂ) : Matrix n n ℂ := X * A - A * X

/-- Schrödinger-picture dissipator of one jump: `X ρ X† - ½ {X†X, ρ}`. -/
def lindJump (X ρ : Matrix n n ℂ) : Matrix n n ℂ :=
  X * ρ * Xᴴ - (1 / 2 : ℂ) • (Xᴴ * X * ρ + ρ * (Xᴴ * X))

/-- Heisenberg-picture dissipator of one jump: `X† A X - ½ {X†X, A}`. -/
def heisJump (X A : Matrix n n ℂ) : Matrix n n ℂ :=
  Xᴴ * A * X - (1 / 2 : ℂ) • (Xᴴ * X * A + A * (Xᴴ * X))

/-- The Lindblad generator acting on states: `-i[H, ρ]` plus the jump dissipators. -/
def lindblad (H : Matrix n n ℂ) (L : κ → Matrix n n ℂ) (ρ : Matrix n n ℂ) : Matrix n n ℂ :=
  (-Complex.I) • comm H ρ + ∑ k, lindJump (L k) ρ

/-- The Heisenberg generator acting on observables: `i[H, A]` plus the jump dissipators. -/
def heis (H : Matrix n n ℂ) (L : κ → Matrix n n ℂ) (A : Matrix n n ℂ) : Matrix n n ℂ :=
  Complex.I • comm H A + ∑ k, heisJump (L k) A

/-- The `σ`-weighted form `Tr(σ B† A)`. -/
def gns (σ B A : Matrix n n ℂ) : ℂ := trace (σ * (Bᴴ * A))

/-- The Heisenberg generator is the trace dual of the Lindblad generator. -/
theorem heis_dual (H : Matrix n n ℂ) (L : κ → Matrix n n ℂ) (ρ A : Matrix n n ℂ) :
    trace (ρ * heis H L A) = trace (lindblad H L ρ * A) := by
  have cyc : ∀ X Y : Matrix n n ℂ, trace (X * (ρ * Y)) = trace (ρ * (Y * X)) := by
    intro X Y
    rw [trace_mul_comm, mul_assoc]
  have hj : ∀ X : Matrix n n ℂ, trace (ρ * heisJump X A) = trace (lindJump X ρ * A) := by
    intro X
    have h1 := cyc X (Xᴴ * A)
    have h2 := cyc (Xᴴ * X) A
    simp only [heisJump, lindJump, mul_sub, sub_mul, mul_add, add_mul, mul_smul_comm,
      smul_mul_assoc, trace_sub, trace_add, trace_smul, smul_eq_mul, mul_assoc] at h1 h2 ⊢
    linear_combination -h1 + (1 / 2 : ℂ) * h2
  have hc : trace (ρ * comm H A) = -trace (comm H ρ * A) := by
    have h0 := cyc H A
    simp only [comm, mul_sub, sub_mul, trace_sub, mul_assoc]
    linear_combination h0
  simp only [heis, lindblad, mul_add, add_mul, Finset.mul_sum, Finset.sum_mul, trace_add,
    trace_sum, mul_smul_comm, smul_mul_assoc, trace_smul, hj, hc, smul_eq_mul]
  ring

omit [DecidableEq n] in
/-- For Hermitian `H` the Heisenberg generator commutes with taking the adjoint. -/
theorem heis_conjTranspose {H : Matrix n n ℂ} (hH : H.IsHermitian) (L : κ → Matrix n n ℂ)
    (B : Matrix n n ℂ) : (heis H L B)ᴴ = heis H L Bᴴ := by
  have h2 : star (1 / 2 : ℂ) = 1 / 2 := by simp
  have hI : star Complex.I = -Complex.I := by simp
  have hj : ∀ X : Matrix n n ℂ, (heisJump X B)ᴴ = heisJump X Bᴴ := by
    intro X
    simp only [heisJump, conjTranspose_sub, conjTranspose_add, conjTranspose_smul,
      conjTranspose_mul, conjTranspose_conjTranspose, h2, mul_assoc]
    module
  have hc : (comm H B)ᴴ = -comm H Bᴴ := by
    simp only [comm, conjTranspose_sub, conjTranspose_mul, hH.eq]
    abel
  simp only [heis, conjTranspose_add, conjTranspose_smul, conjTranspose_sum, hj, hc, hI,
    neg_smul, smul_neg, neg_neg]

/-- The Heisenberg generator obeys the Leibniz rule on `B† A` up to the term
`∑ [L_k, B]† [L_k, A]`. -/
theorem heis_leibniz (H : Matrix n n ℂ) (L : κ → Matrix n n ℂ) (A B : Matrix n n ℂ) :
    heis H L (Bᴴ * A) = Bᴴ * heis H L A + heis H L Bᴴ * A
      + ∑ k, (comm (L k) B)ᴴ * comm (L k) A := by
  have hj : ∀ X : Matrix n n ℂ, heisJump X (Bᴴ * A)
      = Bᴴ * heisJump X A + heisJump X Bᴴ * A + (comm X B)ᴴ * comm X A := by
    intro X
    simp only [heisJump, comm, conjTranspose_sub, conjTranspose_mul, mul_sub, sub_mul, mul_add,
      add_mul, mul_smul_comm, smul_mul_assoc, mul_assoc]
    module
  -- the Hamiltonian part is a derivation
  have hc : comm H (Bᴴ * A) = Bᴴ * comm H A + comm H Bᴴ * A := by
    unfold comm
    noncomm_ring
  simp only [heis, hj, hc, Finset.sum_add_distrib, mul_add, add_mul, Finset.mul_sum,
    Finset.sum_mul, mul_smul_comm, smul_mul_assoc, smul_add]
  abel

omit [DecidableEq n] in
/-- For positive definite `σ` and `C ≠ 0`, the number `Tr(σ C† C)` is real and positive. -/
theorem gns_pos {σ C : Matrix n n ℂ} (hσ : σ.PosDef) (hC : C ≠ 0) : 0 < gns σ C C := by
  -- a sum of expectation values of `σ` over the rows of `C`
  have hs : gns σ C C = ∑ i, star (star (C i)) ⬝ᵥ σ *ᵥ star (C i) := by
    rw [gns, ← Matrix.mul_assoc, trace_mul_comm]
    simp only [star_star]
    rfl
  obtain ⟨i, hi⟩ : ∃ i, C i ≠ 0 := Function.ne_iff.1 hC
  rw [hs]
  exact Finset.sum_pos' (fun j _ => hσ.posSemidef.dotProduct_mulVec_nonneg _)
    ⟨i, Finset.mem_univ i, hσ.dotProduct_mulVec_pos (star_ne_zero.2 hi)⟩

/-- For Hermitian `H`, a matrix `σ` is stationary exactly when, for all `A` and `B`, `Tr(σ B† 𝓛(A))
+ Tr(σ 𝓛(B)† A) = -∑ Tr(σ [L_k, B]† [L_k, A])`. -/
theorem stationary_iff_polarized {H : Matrix n n ℂ} (hH : H.IsHermitian)
    (L : κ → Matrix n n ℂ) (σ : Matrix n n ℂ) :
    lindblad H L σ = 0 ↔ ∀ A B, gns σ B (heis H L A) + gns σ (heis H L B) A
      = -∑ k, gns σ (comm (L k) B) (comm (L k) A) := by
  have key : ∀ A B, trace (lindblad H L σ * (Bᴴ * A)) = gns σ B (heis H L A)
      + gns σ (heis H L B) A + ∑ k, gns σ (comm (L k) B) (comm (L k) A) := by
    intro A B
    rw [← heis_dual, heis_leibniz]
    simp only [gns, heis_conjTranspose hH, mul_add, Finset.mul_sum, trace_add, trace_sum]
  constructor
  · intro h A B
    have := key A B
    rw [h, zero_mul, trace_zero] at this
    linear_combination -this
  · intro h
    have h0 := key (lindblad H L σ)ᴴ 1
    rw [h, neg_add_cancel, conjTranspose_one, one_mul] at h0
    exact trace_mul_conjTranspose_self_eq_zero_iff.1 h0

/-- For Hermitian `H` and a Hermitian stationary `σ`, `Re Tr(σ A† 𝓛(A)) = -½ ∑ Tr(σ [L_k, A]† [L_k,
A])` for every `A`. -/
theorem dissipation_identity {H σ : Matrix n n ℂ} {L : κ → Matrix n n ℂ}
    (hH : H.IsHermitian) (hσ : σ.IsHermitian) (hst : lindblad H L σ = 0) (A : Matrix n n ℂ) :
    ((gns σ A (heis H L A)).re : ℂ)
      = -(1 / 2) * ∑ k, gns σ (comm (L k) A) (comm (L k) A) := by
  have h := (stationary_iff_polarized hH L σ).1 hst A A
  -- the two terms on the left are complex conjugates
  have hsw : gns σ (heis H L A) A = starRingEnd ℂ (gns σ A (heis H L A)) := by
    rw [starRingEnd_apply, gns, gns, ← trace_conjTranspose]
    simp only [conjTranspose_mul, conjTranspose_conjTranspose, hσ.eq]
    exact trace_mul_comm _ _
  rw [hsw, Complex.add_conj] at h
  push_cast at h
  linear_combination (1 / 2 : ℂ) * h

/-- For Hermitian `H` and a positive definite stationary `σ`, `Re Tr(σ A† 𝓛(A))` equals `-½ ∑ Tr(σ
[L_k, A]† [L_k, A])`, is nonpositive, and vanishes iff `A` commutes with all `L_k`. -/
theorem dissipation {H σ : Matrix n n ℂ} {L : κ → Matrix n n ℂ}
    (hH : H.IsHermitian) (hσ : σ.PosDef) (hst : lindblad H L σ = 0) (A : Matrix n n ℂ) :
    ((gns σ A (heis H L A)).re : ℂ) = -(1 / 2) * ∑ k, gns σ (comm (L k) A) (comm (L k) A)
      ∧ (gns σ A (heis H L A)).re ≤ 0
      ∧ ((gns σ A (heis H L A)).re = 0 ↔ ∀ k, comm (L k) A = 0) := by
  have hid := dissipation_identity hH hσ.isHermitian hst A
  have h2 : ((gns σ A (heis H L A)).re : ℂ) + ((gns σ A (heis H L A)).re : ℂ)
      = -∑ k, gns σ (comm (L k) A) (comm (L k) A) := by linear_combination 2 * hid
  have h3 := congrArg Complex.re h2
  simp only [Complex.add_re, Complex.ofReal_re, Complex.neg_re, Complex.re_sum] at h3
  have hp : ∀ C : Matrix n n ℂ, C ≠ 0 → 0 < (gns σ C C).re := fun C hC =>
    (Complex.lt_def.1 (gns_pos hσ hC)).1
  have hz : (gns σ 0 0).re = 0 := by simp [gns]
  have hn : ∀ k ∈ Finset.univ, 0 ≤ (gns σ (comm (L k) A) (comm (L k) A)).re := by
    intro k _
    by_cases h : comm (L k) A = 0
    · rw [h, hz]
    · exact (hp _ h).le
  have hs := Finset.sum_nonneg hn
  refine ⟨hid, by linarith, fun h k => ?_, fun h => ?_⟩
  · -- one nonzero commutator makes the sum strictly positive
    by_contra hk
    have := Finset.sum_pos' hn ⟨k, Finset.mem_univ k, hp _ hk⟩
    linarith
  · simp only [h, hz, Finset.sum_const_zero] at h3
    linarith

/-- With Hermitian `H` and a positive definite stationary `σ`, if `𝓛(A) = μ A` and `A ≠ 0` then `Re
μ ≤ 0`, and `Re μ = 0` iff `A` commutes with all `L_k`. -/
theorem eigenvalue_re_nonpos {H σ A : Matrix n n ℂ} {L : κ → Matrix n n ℂ} {μ : ℂ}
    (hH : H.IsHermitian) (hσ : σ.PosDef) (hst : lindblad H L σ = 0) (hA : A ≠ 0)
    (hμ : heis H L A = μ • A) : μ.re ≤ 0 ∧ (μ.re = 0 ↔ ∀ k, comm (L k) A = 0) := by
  obtain ⟨-, hle, hiff⟩ := dissipation hH hσ hst A
  obtain ⟨hre, him⟩ := Complex.lt_def.1 (gns_pos hσ hA)
  rw [Complex.zero_re] at hre
  rw [Complex.zero_im] at him
  have h1 : gns σ A (heis H L A) = μ * gns σ A A := by
    simp only [gns, hμ, mul_smul_comm, trace_smul, smul_eq_mul]
  have h2 : (gns σ A (heis H L A)).re = μ.re * (gns σ A A).re := by
    rw [h1, Complex.mul_re, ← him]
    ring
  rw [h2] at hle hiff
  refine ⟨by nlinarith, ?_⟩
  rw [← hiff, mul_eq_zero, or_iff_left hre.ne']

/-- Two-level Hamiltonian with energies `0` and `1`. -/
def qubitH : Matrix (Fin 2) (Fin 2) ℂ := !![0, 0; 0, 1]

/-- Decay jump with amplitude `2` and excitation jump with amplitude `1`. -/
def qubitL : Fin 2 → Matrix (Fin 2) (Fin 2) ℂ := ![!![0, 2; 0, 0], !![0, 0; 1, 0]]

/-- The diagonal state with populations `4/5` and `1/5`. -/
def qubitσ : Matrix (Fin 2) (Fin 2) ℂ := !![4 / 5, 0; 0, 1 / 5]

/-- The qubit has Hermitian `H` and a positive definite, unit-trace stationary state,
and its decay jump does not commute with `H`. -/
theorem dissipation_witness : qubitH.IsHermitian ∧ qubitσ.PosDef ∧ trace qubitσ = 1
    ∧ lindblad qubitH qubitL qubitσ = 0 ∧ comm (qubitL 0) qubitH ≠ 0 := by
  refine ⟨?_, ?_, ?_, ?_, ?_⟩
  · ext i j
    fin_cases i <;> fin_cases j <;> simp [qubitH]
  · have hd : qubitσ = diagonal ![4 / 5, 1 / 5] := by
      ext i j
      fin_cases i <;> fin_cases j <;> simp [qubitσ]
    rw [hd, posDef_diagonal_iff]
    intro i
    fin_cases i <;> norm_num [Complex.lt_def]
  · simp [qubitσ, trace_fin_two]
    norm_num
  · have h0 : (qubitL 0)ᴴ = !![0, 0; 2, 0] := by
      ext i j
      fin_cases i <;> fin_cases j <;> simp [qubitL, conjTranspose_apply]
    have h1 : (qubitL 1)ᴴ = !![0, 1; 0, 0] := by
      ext i j
      fin_cases i <;> fin_cases j <;> simp [qubitL, conjTranspose_apply]
    simp only [lindblad, lindJump, Fin.sum_univ_two, h0, h1]
    ext i j
    fin_cases i <;> fin_cases j <;>
      simp [comm, qubitH, qubitL, qubitσ] <;> norm_num
  · intro h
    have := congrFun (congrFun h 0) 1
    simp [comm, qubitH, qubitL, Matrix.mul_apply, Fin.sum_univ_two] at this

end

end LindbladDissipation
```

```lean
#print axioms LindbladDissipation.dissipation
#print axioms LindbladDissipation.eigenvalue_re_nonpos
```

```
'LindbladDissipation.dissipation' depends on axioms: [propext, Classical.choice, Quot.sound]
'LindbladDissipation.eigenvalue_re_nonpos' depends on axioms: [propext, Classical.choice, Quot.sound]
```

## Objects, hypotheses and limits of the theorems

The type `n` labels the basis states and `κ` the jumps. `lindblad H L ρ` is $\mathcal L_*(\rho)$, `heis H L A` is $\mathcal L(A)$, `lindJump` and `heisJump` are the one-jump dissipators, and `comm X A` is $[X,A]$. The form `gns σ B A` is $\langle B,A\rangle_\sigma$, antilinear in `B`, with the factors in the order $\sigma B^\dagger A$. Under `ComplexOrder`, `0 < gns σ C C` says that this number is real and positive.

The theorem `dissipation` assumes `H.IsHermitian`, `σ.PosDef` and `lindblad H L σ = 0`. For every `A`, Hermitian or not, it concludes the identity, the inequality, and the equivalence with `∀ k, comm (L k) A = 0`. The identity is an equation in ℂ with the real part cast, so it also says that the sum on the right is real. `σ.PosDef` includes Hermiticity and means full rank: no pure state has zero weight in $\sigma$, as for a Gibbs state at finite temperature. Unit trace is not required. Still with Hermitian `H`, the weaker `dissipation_identity` needs only a Hermitian stationary `σ`, and `stationary_iff_polarized` holds for any matrix `σ`.

The stationary state is assumed and not constructed. The theorems say nothing about its uniqueness, about a spectral gap or convergence, about the semigroup $e^{t\mathcal L}$, or about infinite dimension. For finite, time-independent generators of Lindblad form, thermal ones among them, they exclude growing eigenmodes of $\mathcal L$ once one full-rank stationary state is known. The bound $\operatorname{Re}\mu\le0$ itself does not depend on such a state: for every finite Lindblad generator and every $t\ge0$, $e^{t\mathcal L}$ is completely positive and unital, hence a contraction in operator norm, an argument not formalised here. What the full-rank state adds is the formula for the rate and the equality case, so of your two habits it is the second that rests on full rank. With $H=0$ and jumps $|0\rangle\langle2|$, $|1\rangle\langle2|$ on three levels, for instance, $A=|0\rangle\langle0|+\tfrac12|2\rangle\langle2|$ has $\mathcal L(A)=0$ but does not commute with the jumps.

## From the steps to the tactics

`heis_dual` is step 1: `cyc` is cyclicity, and `hj` and `hc` treat the jump and the commutator, each closed by `linear_combination`. `heis_conjTranspose` is step 2. In `heis_leibniz`, step 3, `hj` expands the products and `module` matches the monomials, while `noncomm_ring` proves the derivation rule `hc`. `gns_pos` is step 4: `hs` is the sum over rows, with `star (C i)` as $v_i$, and `Finset.sum_pos'` uses one nonzero row.

In `stationary_iff_polarized`, `key` is the displayed equation of step 5, and the converse instantiates it as `key (lindblad H L σ)ᴴ 1`. In `dissipation_identity`, `hsw` is the conjugation of step 6. `dissipation` takes real parts in `h3`, obtains termwise nonnegativity in `hn`, and shows by contradiction that one nonzero commutator makes the sum positive. `eigenvalue_re_nonpos` is step 7, with the factorisation in `h2`.

## A qubit, and the loss of full rank

`dissipation_witness` takes $H=|1\rangle\langle1|$, $L_0=2|0\rangle\langle1|$ and $L_1=|1\rangle\langle0|$, that is decay rate $4$ and excitation rate $1$. It proves that $\sigma=\operatorname{diag}(4/5,1/5)$ is positive definite, has unit trace and is stationary, which is the balance $4\cdot\tfrac15=1\cdot\tfrac45$. It also proves $[L_0,H]\neq0$, so `dissipation` with $A=H$ gives a strictly negative value.

The evaluations from here on are my own arithmetic and appear in no theorem of the file. For $A=|0\rangle\langle1|$ one finds $\mathcal L(A)=(-\tfrac52-i)A$ and $\langle A,A\rangle_\sigma=\tfrac15$, so the left side is $-\tfrac12$. On the right, $[L_0,A]=0$ and $[L_1,A]=\operatorname{diag}(-1,1)$, whose square is the unit matrix, so the right side is $-\tfrac12\operatorname{Tr}\sigma=-\tfrac12$.

If the excitation rate is set to zero, $\sigma=|0\rangle\langle0|$ is stationary but singular. The identity still holds, yet $A=|1\rangle\langle1|$ gives zero on both sides although $[L_0,A]=L_0\neq0$, so the equality case depends on full rank. With no jumps at all the sum is empty and every eigenvalue is imaginary.

## Use next to a diagonalisation

A program flattens $\mathcal L_*$ into a $d^2\times d^2$ matrix, takes $\sigma$ from its null space, divides it by its trace to remove the arbitrary complex factor of the null vector, keeps the Hermitian part, and checks that its smallest eigenvalue is positive (if the null space has dimension above one, a null vector may be traceless, and a failed check on one vector does not exclude a full-rank stationary state). For each eigenpair $(\mu,A)$ of $\mathcal L$ the rate can then be recomputed from $d\times d$ products,
$$-\operatorname{Re}\mu=\frac{\sum_k\langle[L_k,A],[L_k,A]\rangle_\sigma}{2\,\langle A,A\rangle_\sigma},$$
a quotient that does not depend on the normalisation of $A$ or $\sigma$. When $\sigma$ is only approximately stationary, step 5 gives the mismatch for any $A$: $2\operatorname{Re}\langle A,\mathcal L A\rangle_\sigma+\sum_k\langle[L_k,A],[L_k,A]\rangle_\sigma=\operatorname{Tr}(\mathcal L_*(\sigma)A^\dagger A)$. A discrepancy beyond this residual, the error of the computed eigenpair and rounding indicates that the flattened matrix does not represent the intended $\mathcal L$.
